# Twist averages of a trigonometric polynomial have an error of at most a constant over N for every nonresonant step

Let an observable depend on the twist $k$ through a finite Fourier sum, $g(k)=\sum_m c_m e^{2\pi i m k}$, with $k$ in reduced units, so that $k$ and $k+1$ are the same boundary condition. I want its twist average, the constant term $c_0$. Instead of a uniform grid I take the twists $0, a, 2a, \dots, (N-1)a$ with $a$ irrational, because I can then add twists later and keep all the earlier ones. The claim I have in mind is that for every $N\ge 1$

$$
\left|\frac1N\sum_{r=0}^{N-1} g(ra)-c_0\right|\le \frac1N\sum_{m\ne0}\frac{|c_m|}{|\sin(\pi m a)|}.
$$

Can this be derived rigorously, with a machine-checked proof in Lean? I would also like to know what replaces irrationality when the twist is a vector.

## Each harmonic reduces to a geometric sum

Take the coefficients to be a function $m\mapsto c_m$ on integer vectors $m\in\mathbb Z^d$ that is nonzero at only finitely many $m$. Each harmonic then occurs once, and $c_0$ is the whole constant term. In $d$ dimensions the observable is

$$
g(k)=\sum_m c_m e^{2\pi i\,m\cdot k},
$$

and the twists are $k_r=k_0+r\alpha$ for $r=0,\dots,N-1$, with starting twist $k_0$ and step $\alpha$ in $\mathbb R^d$. Write $A_N=\frac1N\sum_{r=0}^{N-1} g(k_r)$ for their average.

Along this sequence a harmonic picks up the same phase at every step:

$$
e^{2\pi i\,m\cdot k_r}=e^{2\pi i\,m\cdot k_0}\,z_m^r,\qquad z_m=e^{2\pi i\,m\cdot\alpha}.
$$

Exchange the two finite sums. The harmonic $m=0$ has $z_0=1$ and contributes $Nc_0/N=c_0$, so

$$
A_N-c_0=\frac1N\sum_{m\neq0}c_m e^{2\pi i\,m\cdot k_0}S_N(m),\qquad S_N(m)=\sum_{r=0}^{N-1}z_m^r .
$$

It remains to bound $S_N(m)$. Put $x=m\cdot\alpha$ and suppose that $x$ is not an integer. Taking out the phase halfway between $1$ and $z_m$ gives

$$
z_m-1=e^{i\pi x}\left(e^{i\pi x}-e^{-i\pi x}\right)=e^{i\pi x}\,2i\sin(\pi x),
$$

hence $|z_m-1|=2|\sin(\pi x)|$, which is nonzero. The geometric sum telescopes, $S_N(m)(z_m-1)=z_m^N-1$, and the right-hand side has modulus at most $2$. Therefore

$$
|S_N(m)|\le\frac{2}{2|\sin(\pi x)|}=\frac1{|\sin(\pi\,m\cdot\alpha)|}
$$

for every $N$. The triangle inequality, with $|e^{2\pi i\,m\cdot k_0}|=1$, gives

$$
|A_N-c_0|\le\frac1N\sum_{m\ne0}\frac{|c_m|}{|\sin(\pi\,m\cdot\alpha)|}.
$$

In one dimension, $ma=n$ with integers $m\neq0$ and $n$ would make $a=n/m$ rational. An irrational step therefore satisfies the condition for every nonzero harmonic, and $k_0=0$ gives your inequality.

In higher dimension the condition is nonresonance: $m\cdot\alpha$ is not an integer for any nonzero $m\in\mathbb Z^d$. Irrational components are not enough. For $\alpha=(\sqrt2,\sqrt2)$, the harmonic $m=(1,-1)$ has $m\cdot\alpha=0$.

Nonresonance is also necessary if the method is to work for all such observables. If $m\cdot\alpha$ is an integer for some $m\neq0$, then $z_m=1$. The observable $g(k)=e^{2\pi i\,m\cdot k}$ has the same value at every twist of the sequence, so its average has modulus one for every $N\ge1$, although its constant term is zero.

## What the Lean theorems say about twists

The type `(Fin d → ℤ) →₀ ℂ` is that of finitely supported coefficient functions. `observable c k` is $g(k)$, `pairing m k` is $m\cdot k$, and `phase x` is $e^{2\pi i x}$, so the factor $2\pi$ sits in the phase and not in the twist. `twistAverage c k₀ α N` is $A_N$. The index set `c.support.erase 0` contains exactly the nonzero harmonics with nonzero coefficients.

- `twistAverage_error_le` is the bound in $d$ dimensions, for any starting twist and any $N\ge1$. Its hypothesis `hα` excludes resonance only for harmonics that occur in the observable.
- `irrational_twist_error_le` is the inequality you asked for. A harmonic there is a vector with one component, written `m 0`.
- `converges_iff_nonresonant` says that the averages tend to $c_0$ for every coefficient function and every starting twist if and only if $\alpha$ satisfies `Nonresonant`.

The coefficients may be complex; a real observable is the special case $c_{-m}=\overline{c_m}$. The theorems compare the average with the coefficient $c_0$; that this coefficient is the integral of $g$ over one unit cell of twists is elementary, but the Lean code does not state it.

The main idealisation is the finite Fourier sum. The dispersion $E(k)$ of a tight-binding model with one orthonormal orbital per cell and finite-range hopping has this form, with $k$ the reduced crystal momentum; a band of a model with several orbitals per cell in general does not. The energy of a metal whose occupations change with the twist can have kinks, and then it does not. Statistical noise in the value at each twist is not modelled either. For twist-averaged simulations the result thus gives an extendable sequence of twists whose average differs from $c_0$ by at most a constant over $N$, provided that the observable is a finite Fourier sum and the step is nonresonant. The constant is large when $m\cdot\alpha$ lies close to an integer for a harmonic with an appreciable coefficient. The gain over a uniform grid is that twists can be added one at a time, not accuracy: for a finite Fourier sum, a uniform grid with more points along each direction than the largest $|m_i|$ that occurs gives $c_0$ exactly.

```lean
import Mathlib

open Filter Topology

namespace QuasiRandomTwists

noncomputable section

variable {d : ℕ}

/-- The Bloch phase `exp(2πix)`. -/
def phase (x : ℝ) : ℂ := Complex.exp ((2 * Real.pi * x : ℝ) * Complex.I)

/-- The product `m · k` of an integer harmonic and a twist vector in reduced units. -/
def pairing (m : Fin d → ℤ) (k : Fin d → ℝ) : ℝ := ∑ i, (m i : ℝ) * k i

/-- An observable as a function of the twist: `g(k) = ∑ c_m exp(2πi m·k)`, a finite sum. -/
def observable (c : (Fin d → ℤ) →₀ ℂ) (k : Fin d → ℝ) : ℂ :=
  ∑ m ∈ c.support, c m * phase (pairing m k)

/-- The average of the observable over the `N` twists `k₀ + r α`, `r = 0, …, N - 1`. -/
def twistAverage (c : (Fin d → ℤ) →₀ ℂ) (k₀ α : Fin d → ℝ) (N : ℕ) : ℂ :=
  (∑ r ∈ Finset.range N, observable c (fun i => k₀ i + (r : ℝ) * α i)) / (N : ℂ)

/-- A twist step is nonresonant if `m · α` is not an integer for any nonzero harmonic `m`. -/
def Nonresonant (α : Fin d → ℝ) : Prop :=
  ∀ m : Fin d → ℤ, m ≠ 0 → ∀ n : ℤ, pairing m α ≠ n

/-- A Bloch phase has modulus one. -/
theorem norm_phase (x : ℝ) : ‖phase x‖ = 1 :=
  Complex.norm_exp_ofReal_mul_I _

/-- After `r` twist steps a harmonic has been multiplied by the `r`-th power of a fixed phase. -/
theorem phase_orbit (m : Fin d → ℤ) (k₀ α : Fin d → ℝ) (r : ℕ) :
    phase (pairing m (fun i => k₀ i + (r : ℝ) * α i)) =
      phase (pairing m k₀) * phase (pairing m α) ^ r := by
  have h : pairing m (fun i => k₀ i + (r : ℝ) * α i) =
      pairing m k₀ + (r : ℝ) * pairing m α := by
    simp only [pairing, Finset.mul_sum, ← Finset.sum_add_distrib]
    exact Finset.sum_congr rfl fun i _ => by ring
  rw [h]
  unfold phase
  rw [← Complex.exp_nat_mul, ← Complex.exp_add]
  congr 1
  push_cast
  ring

/-- The distance of the phase `exp(2πix)` from one is `2 |sin(πx)|`. -/
theorem norm_phase_sub_one (x : ℝ) : ‖phase x - 1‖ = 2 * |Real.sin (Real.pi * x)| := by
  have he : phase x = Complex.exp ((Real.pi * x : ℝ) * Complex.I) ^ 2 := by
    unfold phase
    rw [← Complex.exp_nat_mul]
    congr 1
    push_cast
    ring
  -- take out the phase halfway between 1 and exp(2πix)
  have h : phase x - 1 = Complex.exp ((Real.pi * x : ℝ) * Complex.I) *
      (2 * (Real.sin (Real.pi * x) : ℂ) * Complex.I) := by
    have hcs : (Real.sin (Real.pi * x) : ℂ) ^ 2 + (Real.cos (Real.pi * x) : ℂ) ^ 2 = 1 := by
      exact_mod_cast Real.sin_sq_add_cos_sq (Real.pi * x)
    rw [he, Complex.exp_mul_I, ← Complex.ofReal_cos, ← Complex.ofReal_sin]
    linear_combination hcs - (Real.sin (Real.pi * x) : ℂ) ^ 2 * Complex.I_sq
  have h2 : ‖(2 : ℂ)‖ = 2 := by norm_num
  rw [h, norm_mul, Complex.norm_exp_ofReal_mul_I, one_mul, norm_mul, norm_mul,
    Complex.norm_I, Complex.norm_real, Real.norm_eq_abs, mul_one, h2]

/-- If `x` is not an integer, the sum of the first `N` powers of `exp(2πix)` is bounded by
`1 / |sin(πx)|`, whatever `N`. -/
theorem phase_sum_bound (x : ℝ) (hx : ∀ n : ℤ, x ≠ n) (N : ℕ) :
    ‖∑ r ∈ Finset.range N, phase x ^ r‖ ≤ 1 / |Real.sin (Real.pi * x)| := by
  have hs : Real.sin (Real.pi * x) ≠ 0 := by
    intro h
    obtain ⟨n, hn⟩ := Real.sin_eq_zero_iff.mp h
    exact hx n (mul_left_cancel₀ Real.pi_ne_zero (by linarith))
  have hb : ‖phase x ^ N - 1‖ ≤ 2 := by
    calc ‖phase x ^ N - 1‖ ≤ ‖phase x ^ N‖ + ‖(1 : ℂ)‖ := norm_sub_le _ _
      _ = 2 := by rw [norm_pow, norm_phase, one_pow, norm_one]; norm_num
  -- the geometric sum telescopes against (phase - 1)
  rw [← geom_sum_mul, norm_mul, norm_phase_sub_one] at hb
  rw [le_div_iff₀ (abs_pos.mpr hs)]
  linarith

/-- For `N ≥ 1`, the error of the twist average is `1/N` times a sum over the nonzero harmonics,
each weighted by a geometric sum of phases. -/
theorem twistAverage_sub (c : (Fin d → ℤ) →₀ ℂ) (k₀ α : Fin d → ℝ) {N : ℕ} (hN : 1 ≤ N) :
    twistAverage c k₀ α N - c 0 =
      (∑ m ∈ c.support.erase 0, c m * phase (pairing m k₀) *
        ∑ r ∈ Finset.range N, phase (pairing m α) ^ r) / (N : ℂ) := by
  have hN' : (N : ℂ) ≠ 0 := Nat.cast_ne_zero.mpr (by omega)
  have h1 : ∑ r ∈ Finset.range N, observable c (fun i => k₀ i + (r : ℝ) * α i) =
      ∑ m ∈ c.support, c m * phase (pairing m k₀) *
        ∑ r ∈ Finset.range N, phase (pairing m α) ^ r := by
    simp only [observable]
    rw [Finset.sum_comm]
    refine Finset.sum_congr rfl fun m _ => ?_
    rw [Finset.mul_sum]
    refine Finset.sum_congr rfl fun r _ => ?_
    rw [phase_orbit, mul_assoc]
  -- the zero harmonic contributes N c₀
  have hsplit : ∀ F : (Fin d → ℤ) → ℂ, F 0 = (N : ℂ) * c 0 →
      ∑ m ∈ c.support, F m = (N : ℂ) * c 0 + ∑ m ∈ c.support.erase 0, F m := by
    intro F hF
    by_cases h : (0 : Fin d → ℤ) ∈ c.support
    · rw [← Finset.add_sum_erase _ F h, hF]
    · rw [Finset.erase_eq_of_notMem h, Finsupp.notMem_support_iff.mp h, mul_zero, zero_add]
  unfold twistAverage
  rw [h1, hsplit]
  · rw [add_div, mul_div_cancel_left₀ _ hN', add_sub_cancel_left]
  · simp [pairing, phase, mul_comm]

/-- Quasi-random twist averaging: if no nonzero harmonic of the observable is resonant with the
step `α`, the average over `N` twists differs from `c₀` by at most
`(1/N) ∑ |c_m| / |sin(π m·α)|`, summed over the nonzero harmonics. -/
theorem twistAverage_error_le (c : (Fin d → ℤ) →₀ ℂ) (k₀ α : Fin d → ℝ)
    (hα : ∀ m ∈ c.support, m ≠ 0 → ∀ n : ℤ, pairing m α ≠ n) {N : ℕ} (hN : 1 ≤ N) :
    ‖twistAverage c k₀ α N - c 0‖ ≤
      1 / (N : ℝ) * ∑ m ∈ c.support.erase 0, ‖c m‖ / |Real.sin (Real.pi * pairing m α)| := by
  rw [twistAverage_sub c k₀ α hN, norm_div, Complex.norm_natCast, one_div_mul_eq_div]
  gcongr
  refine (norm_sum_le _ _).trans (Finset.sum_le_sum fun m hm => ?_)
  obtain ⟨hm0, hmc⟩ := Finset.mem_erase.mp hm
  rw [norm_mul, norm_mul, norm_phase, mul_one, div_eq_mul_one_div]
  exact mul_le_mul_of_nonneg_left (phase_sum_bound _ (hα m hmc hm0) N) (norm_nonneg _)

/-- In one dimension every irrational twist step is nonresonant. -/
theorem nonresonant_of_irrational {a : ℝ} (ha : Irrational a) :
    Nonresonant (fun _ : Fin 1 => a) := by
  intro m hm n h
  have h0 : m 0 ≠ 0 := fun h0 => hm (funext fun i => by
    rw [Subsingleton.elim i 0]; exact h0)
  have h0' : (m 0 : ℝ) ≠ 0 := Int.cast_ne_zero.mpr h0
  have h' : (m 0 : ℝ) * a = n := by simpa [pairing] using h
  refine ha ⟨(n : ℚ) / (m 0 : ℚ), ?_⟩
  push_cast
  rw [div_eq_iff h0']
  linarith

/-- One-dimensional case: for the twists `r a` with `a` irrational, the average differs from
`c₀` by at most `(1/N) ∑ |c_m| / |sin(π m a)|`, summed over the nonzero harmonics. -/
theorem irrational_twist_error_le (c : (Fin 1 → ℤ) →₀ ℂ) {a : ℝ} (ha : Irrational a)
    {N : ℕ} (hN : 1 ≤ N) :
    ‖twistAverage c 0 (fun _ => a) N - c 0‖ ≤
      1 / (N : ℝ) * ∑ m ∈ c.support.erase 0, ‖c m‖ / |Real.sin (Real.pi * (m 0 * a))| := by
  have hp : ∀ m : Fin 1 → ℤ, pairing m (fun _ => a) = m 0 * a := fun m => by simp [pairing]
  have h := twistAverage_error_le c 0 (fun _ => a)
    (fun m _ hm => nonresonant_of_irrational ha m hm) hN
  simp only [hp] at h
  exact h

/-- If `m · α` is an integer, the average of the single harmonic `m` equals its value at the
starting twist for every `N ≥ 1`. -/
theorem resonant_average (m : Fin d → ℤ) (k₀ α : Fin d → ℝ) (n : ℤ)
    (h : pairing m α = n) {N : ℕ} (hN : 1 ≤ N) :
    twistAverage (Finsupp.single m 1) k₀ α N = phase (pairing m k₀) := by
  have hN' : (N : ℂ) ≠ 0 := Nat.cast_ne_zero.mpr (by omega)
  have hn : phase (n : ℝ) = 1 :=
    Complex.exp_eq_one_iff.mpr ⟨n, by push_cast; ring⟩
  have ho : ∀ k : Fin d → ℝ, observable (Finsupp.single m 1) k = phase (pairing m k) := by
    intro k
    rw [observable, Finsupp.support_single _ one_ne_zero, Finset.sum_singleton,
      Finsupp.single_eq_same, one_mul]
  unfold twistAverage
  simp only [ho, phase_orbit, h, hn, one_pow, mul_one, Finset.sum_const, Finset.card_range,
    nsmul_eq_mul]
  exact mul_div_cancel_left₀ _ hN'

/-- Twist averages with step `α` converge to `c₀` for every trigonometric polynomial and every
starting twist if and only if `α` is nonresonant. -/
theorem converges_iff_nonresonant (α : Fin d → ℝ) :
    (∀ (c : (Fin d → ℤ) →₀ ℂ) (k₀ : Fin d → ℝ),
      Tendsto (fun N : ℕ => twistAverage c k₀ α N) atTop (𝓝 (c 0))) ↔ Nonresonant α := by
  constructor
  · -- a resonant harmonic would keep modulus one, yet its c₀ vanishes
    intro h m hm n hn
    have ht := h (Finsupp.single m 1) 0
    have hc : Tendsto (fun N : ℕ => twistAverage (Finsupp.single m 1) 0 α N) atTop
        (𝓝 (phase (pairing m 0))) := by
      refine tendsto_const_nhds.congr' ?_
      filter_upwards [eventually_ge_atTop 1] with N hN
      exact (resonant_average m 0 α n hn hN).symm
    have e := tendsto_nhds_unique ht hc
    have hz : (Finsupp.single m (1 : ℂ)) 0 = 0 := by simp [hm]
    have h1 := norm_phase (pairing m 0)
    rw [← e, hz, norm_zero] at h1
    exact zero_ne_one h1
  · -- the error bound decays as 1/N
    intro hα c k₀
    have h0 : Tendsto (fun N : ℕ => 1 / (N : ℝ)) atTop (𝓝 0) :=
      tendsto_one_div_atTop_nhds_zero_nat
    have hB := h0.mul_const
      (∑ m ∈ c.support.erase 0, ‖c m‖ / |Real.sin (Real.pi * pairing m α)|)
    rw [zero_mul] at hB
    refine tendsto_iff_norm_sub_tendsto_zero.mpr (squeeze_zero' ?_ ?_ hB)
    · exact Eventually.of_forall fun N => norm_nonneg _
    · filter_upwards [eventually_ge_atTop 1] with N hN
      exact twistAverage_error_le c k₀ α (fun m _ hm => hα m hm) hN

end

end QuasiRandomTwists
```

```lean
#print axioms QuasiRandomTwists.twistAverage_error_le
#print axioms QuasiRandomTwists.irrational_twist_error_le
#print axioms QuasiRandomTwists.converges_iff_nonresonant
```

```
'QuasiRandomTwists.twistAverage_error_le' depends on axioms: [propext, Classical.choice, Quot.sound]
'QuasiRandomTwists.irrational_twist_error_le' depends on axioms: [propext, Classical.choice, Quot.sound]
'QuasiRandomTwists.converges_iff_nonresonant' depends on axioms: [propext, Classical.choice, Quot.sound]
```

## From the phase identity to the equivalence

`phase_orbit` is the statement that $r$ steps multiply a harmonic by $z_m^r$. It first shows that $m\cdot(k_0+r\alpha)=m\cdot k_0+r\,m\cdot\alpha$ and then combines the product of exponentials on the right-hand side into a single one, so that only the exponents have to be compared.

`norm_phase_sub_one` computes $|z_m-1|$. It writes the phase as the square of $e^{i\pi x}=\cos(\pi x)+i\sin(\pi x)$. The `linear_combination` step then verifies the factorisation from $\sin^2+\cos^2=1$ and $i^2=-1$, and taking norms leaves $2|\sin(\pi x)|$.

`phase_sum_bound` is the uniform bound on $S_N(m)$. The zeros of the sine give $\sin(\pi x)\ne0$ for non-integer $x$. The inequality `hb` records $|z_m^N-1|\le2$, and rewriting it backwards with `geom_sum_mul` turns it into $|S_N(m)|\cdot2|\sin(\pi x)|\le2$. Division by the positive sine factor finishes the argument.

`twistAverage_sub` is the exact error formula. `Finset.sum_comm` exchanges the sums over twists and harmonics, and the auxiliary statement `hsplit` separates the zero harmonic. It treats two cases, because $m=0$ is absent from the support when $c_0=0$; the contribution $Nc_0$ is then zero, and the formula is unchanged.

`twistAverage_error_le` takes the norm of this formula. `norm_sum_le` is the triangle inequality, `norm_phase` removes the phase of the starting twist, and `phase_sum_bound` is applied to each remaining term. For the one-dimensional theorem, `nonresonant_of_irrational` supplies the hypothesis by exhibiting $a$ as the fraction $n/m$ whenever a resonance is assumed.

The equivalence has two halves. If convergence always holds and some nonzero $m$ is resonant, the proof applies convergence to the single harmonic $m$ with starting twist zero. By `resonant_average`, the averages equal a fixed phase for all $N\ge1$, so they also converge to that phase. Uniqueness of limits equates it with $c_0=0$, which contradicts its modulus of one. Conversely, if $\alpha$ is nonresonant, the error lies between zero and a fixed constant times $1/N$, and `squeeze_zero'` gives convergence.
